# No antisymmetric state of non-interacting particles lies below the lowest filling

After diagonalising a one-particle Hamiltonian, an electronic-structure program can choose the occupations by sorting the eigenvalues and filling the \(N\) lowest orbitals. For non-interacting fermions with finitely many levels, this filling gives the lowest energy that any antisymmetric state can have, superpositions of determinants included. In Hartree–Fock or Kohn–Sham work the result applies to a fixed one-particle operator. It does not address the self-consistent total energy.

Number the levels from zero, as Lean does: \(e_0\le e_1\le\dots\le e_{d-1}\), with \(N\le d\). A configuration \(x=(x_0,\dots,x_{N-1})\) lists the level of each particle, and \(\psi(x)\) is its complex amplitude. The claim for antisymmetric \(\psi\) is

\[
\sum_x E(x)\,|\psi(x)|^2\;\ge\;E_{\mathrm{low}}\sum_x|\psi(x)|^2,
\]

\[
E(x)=\sum_{k=0}^{N-1}e_{x_k},\qquad E_{\mathrm{low}}=\sum_{k=0}^{N-1}e_k .
\]

A level here is a spin-orbital and holds one particle. The chemist's rule of two electrons per spatial orbital corresponds to listing each spatial energy twice.

The counter-examples below and the closing numerical instance are worked in the text and have no Lean proof behind them.

## An energy that is a sum over particles

```lean
import Mathlib

open Finset

namespace AufbauPrinciple

noncomputable section

variable {d N : ℕ}
```

Levels are elements of `Fin d`, particles are elements of `Fin N`, and a configuration is a function from particles to levels. Antisymmetry is a condition on the amplitude:

```lean
/-- An `N`-particle amplitude is antisymmetric if permuting the particles multiplies it by the
sign of the permutation. -/
def IsAntisymmetric (ψ : (Fin N → Fin d) → ℂ) : Prop :=
  ∀ (σ : Equiv.Perm (Fin N)) (x : Fin N → Fin d),
    ψ (x ∘ σ) = ((Equiv.Perm.sign σ : ℤ) : ℂ) * ψ x
```

In `x ∘ σ`, particle \(k\) occupies the level that particle \(\sigma(k)\) had in \(x\). The sign of the permutation is an integer unit, hence the casts to `ℂ`.

```lean
/-- The energy of a configuration of non-interacting particles: the sum of the levels they
occupy. -/
def configEnergy (e : Fin d → ℝ) (x : Fin N → Fin d) : ℝ := ∑ k, e (x k)

/-- The squared norm of an `N`-particle amplitude. -/
def normSq (ψ : (Fin N → Fin d) → ℂ) : ℝ := ∑ x, ‖ψ x‖ ^ 2

/-- The unnormalised energy expectation of an amplitude for non-interacting particles. -/
def energy (e : Fin d → ℝ) (ψ : (Fin N → Fin d) → ℂ) : ℝ :=
  ∑ x, configEnergy e x * ‖ψ x‖ ^ 2
```

The absence of interactions is built into these definitions: the energy is diagonal in configurations and additive over particles. The name `energy` stands for the unnormalised sum. For \(\psi\ne0\), the physical expectation value is `energy e ψ` divided by `normSq ψ`, and the bound says that this quotient is at least \(E_{\mathrm{low}}\).

One step towards a real Hamiltonian is left to the reader: expanding the many-particle state in products of orthonormal eigenvectors of the one-particle Hamiltonian \(A\). In that basis \(\langle\psi|\sum_k A_k|\psi\rangle\), where \(A_k\) is \(A\) acting on particle \(k\), becomes the diagonal sum above.

## At least as many levels as particles

The condition \(N\le d\) says that there is room for every particle in a level of its own. By hand it is used as soon as \(e_0+\dots+e_{N-1}\) is written down. In Lean it is the argument `h`, which `Fin.castLE h` needs in order to read particle number \(k\) as level number \(k\).

```lean
/-- The lowest filling: particle `k` sits in level `k`. -/
def lowest (h : N ≤ d) : Fin N → Fin d := Fin.castLE h

/-- The unnormalised Slater determinant of the first `N` levels. -/
def slater (h : N ≤ d) (x : Fin N → Fin d) : ℂ :=
  Matrix.det (Matrix.of fun i j : Fin N => if x i = lowest h j then (1 : ℂ) else 0)
```

The matrix in `slater` has one row per particle and one column per level \(0,\dots,N-1\). Its entry is 1 if particle \(i\) sits in level \(j\), and 0 otherwise. The textbook determinant carries a further factor \(1/\sqrt{N!}\), which normalises it.

With \(N>d\), every configuration puts two particles in one level, so the only antisymmetric amplitude is zero, and \(E_{\mathrm{low}}\) would refer to levels that do not exist.

## Antisymmetry keeps particles out of each other's levels

Antisymmetry is the fermionic character of the particles. Suppose that particles \(i\ne j\) share a level in \(x\). Exchanging them leaves \(x\) unchanged but multiplies the amplitude by \(-1\), so \(\psi(x)=-\psi(x)\) and \(\psi(x)=0\).

```lean
/-- Pauli principle: an antisymmetric amplitude vanishes on every configuration in which two
particles share a level. -/
theorem pauli {ψ : (Fin N → Fin d) → ℂ} (hψ : IsAntisymmetric ψ) {x : Fin N → Fin d}
    (hx : ¬ Function.Injective x) : ψ x = 0 := by
  simp only [Function.Injective, not_forall] at hx
  obtain ⟨i, j, hij, hne⟩ := hx
  -- exchanging the two particles leaves the configuration unchanged
  have hs : x ∘ Equiv.swap i j = x := by
    funext k
    simp only [Function.comp_apply, Equiv.swap_apply_def]
    split_ifs with h1 h2
    · rw [h1, hij]
    · rw [h2, hij]
    · rfl
  have h := hψ (Equiv.swap i j) x
  rw [hs, Equiv.Perm.sign_swap hne] at h
  have h' : ψ x = -ψ x := by simpa using h
  linear_combination h' / 2
```

A configuration without double occupation is an injective function, so the hypothesis `hx` denies injectivity and yields the pair \(i,j\). The step `hs` shows that the swap leaves the configuration unchanged, and the last line solves \(\psi(x)=-\psi(x)\).

The bound uses only this vanishing on doubly occupied configurations. Without it the bound can fail: for two particles with \(e_0<e_1\), the amplitude that is 1 on \((0,0)\) and 0 elsewhere has energy \(2e_0<e_0+e_1\). This is two bosons in the lowest level.

The signs matter for uniqueness. The symmetric amplitude with \(\psi(0,1)=\psi(1,0)=1\) and all else zero reaches the energy \(e_0+e_1\) per unit squared norm, yet it is not a multiple of the determinant.

## Levels in nondecreasing order

Ordering the levels is a matter of labelling, since any finite list of real energies can be sorted. The hypothesis `he : Monotone e` records that this has been done, with degeneracies allowed.

Let \(x\) have no double occupation. Relabel the particles by a permutation \(\sigma\) so that \(y_k=x_{\sigma(k)}\) increases strictly. Then \(y_0\ge0\) and \(y_{k+1}\ge y_k+1\), so by induction \(y_k\ge k\).

```lean
/-- If no two particles share a level, the particles can be relabelled so that the `k`-th one
sits at or above the `k`-th level. -/
theorem exists_sorting (h : N ≤ d) {x : Fin N → Fin d} (hx : Function.Injective x) :
    ∃ σ : Equiv.Perm (Fin N), ∀ k, lowest h k ≤ x (σ k) := by
  have hf : StrictMono (x ∘ Tuple.sort x) :=
    (Tuple.monotone_sort x).strictMono_of_injective (hx.comp (Tuple.sort x).injective)
  refine ⟨Tuple.sort x, ?_⟩
  -- a strictly increasing sequence of levels climbs at least one level per particle
  have key : ∀ (n : ℕ) (hn : n < N), n ≤ ((x ∘ Tuple.sort x) ⟨n, hn⟩).val := by
    intro n
    induction n with
    | zero => intro hn; exact Nat.zero_le _
    | succ n ih =>
      intro hn
      have hn' : n < N := by omega
      have h2 := Fin.lt_def.1 (hf (Fin.mk_lt_mk.2 (Nat.lt_succ_self n) :
        (⟨n, hn'⟩ : Fin N) < ⟨n + 1, hn⟩))
      exact Nat.succ_le_of_lt (lt_of_le_of_lt (ih hn') h2)
  intro k
  exact Fin.le_def.2 (key k.val k.isLt)
```

`Tuple.sort x` supplies the permutation. Sorting gives a nondecreasing sequence, and injectivity makes it strict. The statement `key` is the induction for \(y_k\ge k\).

The ordering of the energies now enters. From \(y_k\ge k\) follows \(e_{y_k}\ge e_k\), and since relabelling does not change a sum,

\[
E(x)=\sum_k e_{y_k}\ge\sum_k e_k=E_{\mathrm{low}} .
\]

```lean
/-- For levels in nondecreasing order, no configuration without double occupation has less
energy than the lowest filling. -/
theorem lowest_le_configEnergy {e : Fin d → ℝ} (he : Monotone e) (h : N ≤ d)
    {x : Fin N → Fin d} (hx : Function.Injective x) :
    configEnergy e (lowest h) ≤ configEnergy e x := by
  obtain ⟨σ, hσ⟩ := exists_sorting h hx
  calc configEnergy e (lowest h) ≤ ∑ k, e (x (σ k)) :=
        Finset.sum_le_sum fun k _ => he (hσ k)
    _ = configEnergy e x := Equiv.sum_comp σ (fun k => e (x k))
```

The two lines of the `calc` block are the termwise comparison, through `he`, and the relabelling of the sum.

Multiplying by \(|\psi(x)|^2\ge0\) gives \(E(x)|\psi(x)|^2\ge E_{\mathrm{low}}|\psi(x)|^2\) when \(x\) has no double occupation. Otherwise both sides are zero by the Pauli principle. Summing over \(x\) proves the bound.

```lean
/-- Aufbau principle: for levels in nondecreasing order, the energy of every antisymmetric
`N`-particle amplitude is at least the sum of the first `N` levels times its squared norm. -/
theorem aufbau {e : Fin d → ℝ} (he : Monotone e) (h : N ≤ d)
    {ψ : (Fin N → Fin d) → ℂ} (hψ : IsAntisymmetric ψ) :
    (∑ k : Fin N, e (Fin.castLE h k)) * normSq ψ ≤ energy e ψ := by
  unfold normSq energy
  rw [Finset.mul_sum]
  refine Finset.sum_le_sum fun x _ => ?_
  by_cases hx : Function.Injective x
  · exact mul_le_mul_of_nonneg_right (lowest_le_configEnergy he h hx) (sq_nonneg _)
  · simp [pauli hψ hx]
```

In words: given nondecreasing levels, \(N\le d\) and an antisymmetric amplitude, the sum of the first \(N\) levels times the squared norm is at most the energy. The proof compares the two sums term by term and splits on whether `x` is injective.

What the bound needs from the ordering is that none of the first \(N\) levels has a higher energy than a level numbered \(N\) or higher. If that fails, so can the bound: take \(N=1\), \(d=2\), \(e_0=1\), \(e_1=0\). A particle in level 1 has energy 0, below \(e_0=1\).

## The determinant has the energy of the first \(N\) levels, in any order

The lowest filling, made antisymmetric, has energy exactly \(E_{\mathrm{low}}\) per unit squared norm. This needs \(N\le d\) but no ordering of the levels. Permuting the particles permutes the rows of the matrix, which multiplies the determinant by the sign:

```lean
/-- The Slater determinant of the first `N` levels is antisymmetric. -/
theorem slater_antisymmetric (h : N ≤ d) : IsAntisymmetric (slater h) := by
  intro σ x
  exact Matrix.det_permute σ
    (Matrix.of fun i j : Fin N => if x i = lowest h j then (1 : ℂ) else 0)
```

On the lowest filling, particle \(i\) sits in level \(i\), so the matrix is the identity and the determinant is 1:

```lean
/-- The Slater determinant of the first `N` levels has amplitude one on the lowest filling. -/
theorem slater_lowest (h : N ≤ d) : slater h (lowest h) = 1 := by
  have hM : (Matrix.of fun i j : Fin N =>
      if lowest h i = lowest h j then (1 : ℂ) else 0) = 1 := by
    ext i j
    simp [lowest, Matrix.one_apply, Fin.ext_iff]
  rw [slater, hM, Matrix.det_one]
```

If some particle \(k\) sits at level \(N\) or higher, row \(k\) contains only zeros and the determinant vanishes:

```lean
/-- The Slater determinant of the first `N` levels vanishes on every configuration with a
particle above these levels. -/
theorem slater_excited (h : N ≤ d) {x : Fin N → Fin d} {k : Fin N} (hk : N ≤ (x k).val) :
    slater h x = 0 := by
  refine Matrix.det_eq_zero_of_row_eq_zero k fun j => if_neg fun hj => ?_
  have h1 : (x k).val = j.val := congrArg Fin.val hj
  have h2 := j.isLt
  omega
```

What remains is \(N\) particles in distinct levels among the first \(N\). An injective map from a finite set to itself is a bijection, so such a configuration is a permutation of the lowest filling:

```lean
/-- A configuration that places `N` particles in the first `N` levels without double occupation
is a permutation of the lowest filling. -/
theorem exists_perm_lowest (h : N ≤ d) {x : Fin N → Fin d} (hx : Function.Injective x)
    (hlow : ∀ k, (x k).val < N) : ∃ σ : Equiv.Perm (Fin N), x = lowest h ∘ σ := by
  let g : Fin N → Fin N := fun k => ⟨(x k).val, hlow k⟩
  have hg : Function.Injective g := fun a b hab => hx (Fin.ext (Fin.mk.inj hab))
  refine ⟨Equiv.ofBijective g (Finite.injective_iff_bijective.1 hg), ?_⟩
  funext k
  exact Fin.ext rfl
```

Every configuration on which the determinant is non-zero therefore has energy \(E_{\mathrm{low}}\), and the weighted sum is \(E_{\mathrm{low}}\) times the squared norm:

```lean
/-- The energy of the Slater determinant of the first `N` levels equals the sum of these levels
times its squared norm. -/
theorem slater_energy (e : Fin d → ℝ) (h : N ≤ d) :
    energy e (slater h) = (∑ k : Fin N, e (Fin.castLE h k)) * normSq (slater h) := by
  unfold normSq energy
  rw [Finset.mul_sum]
  refine Finset.sum_congr rfl fun x _ => ?_
  by_cases hx : Function.Injective x
  · by_cases hlow : ∀ k, (x k).val < N
    · obtain ⟨σ, rfl⟩ := exists_perm_lowest h hx hlow
      exact congrArg (· * ‖slater h (lowest h ∘ σ)‖ ^ 2)
        (Equiv.sum_comp σ (fun k => e (lowest h k)))
    · push Not at hlow
      obtain ⟨k, hk⟩ := hlow
      simp [slater_excited h hk]
  · simp [pauli (slater_antisymmetric h) hx]
```

The proof goes through the same three cases: a permutation of the lowest filling, a particle above the first \(N\) levels, and a double occupation.

## A gap above the filled levels makes the ground state unique

The hypothesis `gap` says that each of the first \(N\) levels lies strictly below every level numbered \(N\) or higher. Degeneracies among the first \(N\) levels are allowed. For ordered levels and \(0<N<d\) this is \(e_{N-1}<e_N\), a non-zero gap between the highest occupied and the lowest unoccupied level. For \(N=0\) or \(N=d\) it holds automatically.

Suppose that an antisymmetric \(\psi\) attains the bound. Then

\[
\sum_x\bigl(E(x)-E_{\mathrm{low}}\bigr)|\psi(x)|^2=0 .
\]

No term is negative, so each one is zero. There are three kinds of configuration:

- If \(x\) has a double occupation, both \(\psi\) and the determinant vanish there.
- If \(x\) has no double occupation but some particle \(k\) has \(x_k\ge N\), let \(m\) be its position after sorting, so that \(y_m=x_k\). Since \(m<N\le y_m\), the gap gives \(e_{y_m}>e_m\), while the other terms satisfy \(e_{y_i}\ge e_i\). Hence \(E(x)>E_{\mathrm{low}}\), which forces \(\psi(x)=0\). The determinant is zero there too.
- Otherwise \(x\) is the lowest filling permuted by some \(\sigma\). Both amplitudes equal \(\operatorname{sgn}\sigma\) times their values on the lowest filling, and the determinant's value there is 1.

In every case \(\psi(x)\) is the determinant at \(x\) times the amplitude of \(\psi\) on the lowest filling.

```lean
/-- Let the levels be in nondecreasing order, with each of the first `N` strictly below every level
numbered `N` or higher. Then an antisymmetric amplitude that attains the aufbau bound is a multiple
of the Slater determinant of the first `N` levels. -/
theorem ground_state_unique {e : Fin d → ℝ} (he : Monotone e) (h : N ≤ d)
    (gap : ∀ i j : Fin d, i.val < N → N ≤ j.val → e i < e j)
    {ψ : (Fin N → Fin d) → ℂ} (hψ : IsAntisymmetric ψ)
    (hmin : energy e ψ = (∑ k : Fin N, e (Fin.castLE h k)) * normSq ψ) :
    ψ = fun x => ψ (lowest h) * slater h x := by
  -- the excess energy is a sum of nonnegative terms, so each of them vanishes
  have hnn : ∀ x ∈ (Finset.univ : Finset (Fin N → Fin d)),
      0 ≤ (configEnergy e x - configEnergy e (lowest h)) * ‖ψ x‖ ^ 2 := by
    intro x _
    by_cases hx : Function.Injective x
    · exact mul_nonneg (sub_nonneg.2 (lowest_le_configEnergy he h hx)) (sq_nonneg _)
    · simp [pauli hψ hx]
  have hz : ∑ x, (configEnergy e x - configEnergy e (lowest h)) * ‖ψ x‖ ^ 2 = 0 := by
    simp only [sub_mul, Finset.sum_sub_distrib, ← Finset.mul_sum]
    exact sub_eq_zero.2 hmin
  have hall := (Finset.sum_eq_zero_iff_of_nonneg hnn).1 hz
  funext x
  by_cases hx : Function.Injective x
  · by_cases hlow : ∀ k, (x k).val < N
    · -- antisymmetry fixes the amplitude on permutations of the lowest filling
      obtain ⟨σ, rfl⟩ := exists_perm_lowest h hx hlow
      rw [hψ σ (lowest h), slater_antisymmetric h σ (lowest h), slater_lowest]
      ring
    · -- a particle above the gap costs energy
      push Not at hlow
      obtain ⟨k, hk⟩ := hlow
      obtain ⟨σ, hσ⟩ := exists_sorting h hx
      have hlt : configEnergy e (lowest h) < configEnergy e x := by
        calc configEnergy e (lowest h) < ∑ i, e (x (σ i)) := by
              refine Finset.sum_lt_sum (fun i _ => he (hσ i))
                ⟨σ.symm k, Finset.mem_univ _, ?_⟩
              rw [Equiv.apply_symm_apply]
              exact gap _ _ (σ.symm k).isLt hk
          _ = configEnergy e x := Equiv.sum_comp σ (fun i => e (x i))
      have h0 := (mul_eq_zero.1 (hall x (Finset.mem_univ x))).resolve_left
        (sub_pos.2 hlt).ne'
      have h1 : ψ x = 0 := by simpa using h0
      rw [h1, slater_excited h hk, mul_zero]
  · rw [pauli hψ hx, pauli (slater_antisymmetric h) hx, mul_zero]

end

end AufbauPrinciple
```

```lean
#print axioms AufbauPrinciple.aufbau
#print axioms AufbauPrinciple.exists_perm_lowest
#print axioms AufbauPrinciple.slater_energy
#print axioms AufbauPrinciple.ground_state_unique
```

```
'AufbauPrinciple.aufbau' depends on axioms: [propext, Classical.choice, Quot.sound]
'AufbauPrinciple.exists_perm_lowest' depends on axioms: [propext, Classical.choice, Quot.sound]
'AufbauPrinciple.slater_energy' depends on axioms: [propext, Classical.choice, Quot.sound]
'AufbauPrinciple.ground_state_unique' depends on axioms: [propext, Classical.choice, Quot.sound]
```

The hypothesis `hmin` states that the bound is attained. In the proof, `hnn` gives the signs of the terms, `hz` the vanishing sum and `hall` the vanishing of each term. The strict inequality `hlt` is the only place where `gap` is used, at the sorted position `σ.symm k`, which is \(m\) above.

Without a gap, uniqueness can fail. For \(N=1\), \(d=2\) and \(e_0=e_1\), a particle in level 1 attains the bound and is not a multiple of the determinant, which is a particle in level 0. A partly filled degenerate shell shows the same freedom.

## Two particles in three levels

Take \(e_0=-3\), \(e_1=-1\), \(e_2=2\) in some energy unit, and \(N=2\), so that \(E_{\mathrm{low}}=-4\). Let \(\psi(0,1)=2\), \(\psi(0,2)=1\) and \(\psi(1,2)=1\), with the opposite signs when the particles are exchanged. The three pairs of levels have energies \(-4\), \(-1\) and \(1\), and each occurs in two configurations:

\[
\sum_x|\psi(x)|^2=2(4+1+1)=12,
\]

\[
\sum_x E(x)|\psi(x)|^2=2(-16-1+1)=-32 .
\]

The bound reads \(-32\ge-4\cdot12=-48\). After normalisation the energy is \(-32/12=-8/3\), which is above \(-4\). Setting \(\psi(0,2)=\psi(1,2)=0\) leaves a multiple of the determinant, with energy \(-4\).
